# The vacuum expectation of four bosonic fields as a sum over three pairings

The theorem `four_point` concerns four fields, each the sum of an annihilation part `A i` and a creation part `B i`, in an algebra over the complex numbers. The annihilation parts commute with each other, the commutator of `A i` with `B j` is a scalar `c i j`, and the linear functional `f` vanishes on products with an annihilation part on the far right or a creation part on the far left. The value of `f` on the product of the four fields is then the sum of three products of two contractions, one for each way of pairing the fields, times `f 1`, which is 1 for a normalised vacuum. The proof applies Wick's theorem for a product of any length, proved earlier in the file, and then expands the recursive sum over pairings for four labels and for two.

The failing Lean file:

```lean
import Mathlib

namespace FourPoint

noncomputable section

variable {ι R : Type*} [Ring R] [Algebra ℂ R]

/-- The ordered product of the fields `X i = A i + B i` along a list of labels. -/
def word (A B : ι → R) (l : List ι) : R := (l.map fun i => A i + B i).prod

/-- The annihilation parts `A i` commute with each other, the commutator of `A i` with the
creation part `B j` is the scalar `c i j`, and the linear functional `f` vanishes on every
product with some `A i` on the far right or some `B i` on the far left. -/
structure IsVacuum (A B : ι → R) (c : ι → ι → ℂ) (f : R →ₗ[ℂ] ℂ) : Prop where
  comm : ∀ i j, A i * A j = A j * A i
  contraction : ∀ i j, A i * B j - B j * A i = c i j • (1 : R)
  right_zero : ∀ Y i, f (Y * A i) = 0
  left_zero : ∀ i Y, f (B i * Y) = 0

/-- The sum over all complete pairings of a list of labels of the product of the contractions
`c`, built by pairing the first label with each later one in turn. -/
def pairingSum (c : ι → ι → ℂ) : List ι → ℂ
  | [] => 1
  | i :: l => ∑ k : Fin l.length, c i (l.get k) * pairingSum c (l.eraseIdx k)
termination_by l => l.length
decreasing_by exact Nat.lt_succ_of_le (List.eraseIdx_sublist _ _).length_le

omit [Algebra ℂ R] in
/-- The first field of a product can be split off on the left. -/
theorem word_cons (A B : ι → R) (j : ι) (l : List ι) :
    word A B (j :: l) = (A j + B j) * word A B l := by
  simp [word]

/-- If the `A i` commute and `[A i, B j]` is the scalar `c i j`, then moving `A i` from the left
of a product of fields to its right leaves one contraction for each field passed. -/
theorem annihilator_mul_word {A B : ι → R} {c : ι → ι → ℂ}
    (hA : ∀ i j, A i * A j = A j * A i)
    (hAB : ∀ i j, A i * B j - B j * A i = c i j • (1 : R)) (i : ι) (l : List ι) :
    A i * word A B l = word A B l * A i +
      ∑ k : Fin l.length, c i (l.get k) • word A B (l.eraseIdx k) := by
  induction l with
  | nil => simp [word]
  | cons j l ih =>
    -- passing a single field
    have hX : A i * (A j + B j) = (A j + B j) * A i + c i j • (1 : R) := by
      rw [← hAB i j, mul_add, add_mul, hA i j]
      abel
    -- the contraction with the first field, separated from the others
    have hs : ∑ k : Fin (j :: l).length,
        c i ((j :: l).get k) • word A B ((j :: l).eraseIdx k) =
        c i j • word A B l +
          (A j + B j) * ∑ k : Fin l.length, c i (l.get k) • word A B (l.eraseIdx k) := by
      rw [Finset.mul_sum]
      refine (Fin.sum_univ_succ (n := l.length) _).trans ?_
      refine congrArg₂ (· + ·) rfl (Finset.sum_congr rfl fun k _ => ?_)
      exact (congrArg (c i (l.get k) • ·) (word_cons A B j (l.eraseIdx k))).trans
        (mul_smul_comm _ _ _).symm
    calc A i * word A B (j :: l) = (A i * (A j + B j)) * word A B l := by
          rw [word_cons, mul_assoc]
      _ = (A j + B j) * (A i * word A B l) + c i j • word A B l := by
          rw [hX, add_mul ((A j + B j) * A i), mul_assoc, smul_mul_assoc, one_mul]
      _ = _ := by
          rw [ih, hs, word_cons, mul_add, mul_assoc]
          abel

/-- Wick recursion: the vacuum expectation of a product of fields is the sum, over all later
fields, of the contraction of the first field with that one times the expectation of the product
with both left out. -/
theorem wick_recursion {A B : ι → R} {c : ι → ι → ℂ} {f : R →ₗ[ℂ] ℂ}
    (h : IsVacuum A B c f) (i : ι) (l : List ι) :
    f (word A B (i :: l)) =
      ∑ k : Fin l.length, c i (l.get k) * f (word A B (l.eraseIdx k)) := by
  -- the creation part vanishes on the left, the annihilation part after moving to the right
  rw [word_cons, add_mul, map_add, h.left_zero, add_zero,
    annihilator_mul_word h.comm h.contraction, map_add, h.right_zero, zero_add, map_sum]
  simp only [map_smul, smul_eq_mul]

/-- Wick's theorem for vacuum expectations: the expectation of a product of fields is the sum
over all complete pairings of the products of contractions, times the expectation of `1`. -/
theorem wick_theorem {A B : ι → R} {c : ι → ι → ℂ} {f : R →ₗ[ℂ] ℂ}
    (h : IsVacuum A B c f) : ∀ l : List ι, f (word A B l) = pairingSum c l * f 1
  | [] => by simp [word, pairingSum]
  | i :: l => by
    rw [wick_recursion h, pairingSum, Finset.sum_mul]
    refine Finset.sum_congr rfl fun k _ => ?_
    rw [wick_theorem h (l.eraseIdx k), mul_assoc]
termination_by l => l.length
decreasing_by exact Nat.lt_succ_of_le (List.eraseIdx_sublist _ _).length_le

/-- The vacuum expectation of four fields is the sum of three products of two contractions,
times the expectation of `1`. -/
theorem four_point {A B : ι → R} {c : ι → ι → ℂ} {f : R →ₗ[ℂ] ℂ}
    (h : IsVacuum A B c f) (i j k l : ι) :
    f ((A i + B i) * (A j + B j) * (A k + B k) * (A l + B l)) =
      (c i j * c k l + c i k * c j l + c i l * c j k) * f 1 := by
  have h0 : pairingSum c [] = 1 := by rw [pairingSum]
  have h2 : ∀ a b, pairingSum c [a, b] = c a b * pairingSum c [] := by
    intro a b
    rw [pairingSum]
    exact Fin.sum_univ_one _
  have h4 : pairingSum c [i, j, k, l] = c i j * pairingSum c [k, l] +
      c i k * pairingSum c [j, l] + c i l * pairingSum c [j, k] := by
    rw [pairingSum]
    exact Fin.sum_univ_three _
  have hw : (A i + B i) * (A j + B j) * (A k + B k) * (A l + B l) =
      word A B [i, j, k, l] := by
    simp [word, mul_assoc]
  rw [hw, wick_theorem h, h4, h2, h2, h2, h0]
  ring

end

end FourPoint
```

Lean reports:

```
Main.lean:101:10: error: typeclass instance problem is stuck
  AddCommMonoid ?m.108

Note: Lean will not try to resolve this typeclass instance problem because the type argument to `AddCommMonoid` is a metavariable. This argument must be fully determined before Lean will try to resolve the typeclass.

Hint: Adding type annotations and supplying implicit arguments to functions can give Lean more information for typeclass resolution. For example, if you have a variable `x` that you intend to be a `Nat`, but Lean reports it as having an unresolved type like `?m`, replacing `x` with `(x : Nat)` can get typeclass resolution un-stuck.
```

The error is in the proof of `h2`, the expansion for two labels. `rw [pairingSum]` tries the defining equations of `pairingSum` in order, and the first, for the empty list, already matches `pairingSum c []` on the right of the goal. That term becomes `1`, while `pairingSum c [a, b]` on the left stays folded. `Fin.sum_univ_one _` is about a sum over `Fin 1`, but the goal shows no sum to match it with. The type of the summands therefore stays undetermined, and Lean reports that the search for its `AddCommMonoid` instance is stuck.

The repair first states the wanted expansion as `e`, with the sum written out. No `pairingSum c []` appears in that statement, and the term under the sum depends on the bound variable `m`, so `rw [pairingSum]` now unfolds the left side by the equation for a nonempty list. `e.trans` then leaves `Fin.sum_univ_one` an explicit sum with one complex term, whose value agrees with the right side of `h2` by computation on the lists.

The repair, with which the file compiles:

```diff
@@ -98,6 +98,8 @@
   have h2 : ∀ a b, pairingSum c [a, b] = c a b * pairingSum c [] := by
     intro a b
-    rw [pairingSum]
-    exact Fin.sum_univ_one _
+    have e : pairingSum c [a, b] =
+        ∑ m : Fin [b].length, c a ([b].get m) * pairingSum c ([b].eraseIdx m) := by
+      rw [pairingSum]
+    exact e.trans (Fin.sum_univ_one _)
   have h4 : pairingSum c [i, j, k, l] = c i j * pairingSum c [k, l] +
       c i k * pairingSum c [j, l] + c i l * pairingSum c [j, k] := by
```
